# The open AKLT chain of two or more spin-one sites has a four-dimensional ground space

Two spin-one sites in the Cartesian basis, where \(S_a|b\rangle=i\sum_c\epsilon_{abc}|c\rangle\), have nine amplitudes \(F_{bc}\). Total spin 2 is the symmetric traceless part of this matrix, and the AKLT bond energy is the projector onto it. A zero-energy state therefore has antisymmetric off-diagonal entries and equal diagonal ones. Four free numbers remain, as many as in a 2×2 matrix \(X\), and in fact

\[
F_{bc}=\mathrm{Tr}(X\sigma_b\sigma_c),\qquad
X=\tfrac12\bigl[F_{00}\mathbb 1-i(F_{12}\sigma_0+F_{20}\sigma_1+F_{01}\sigma_2)\bigr].
\]

Labels 0, 1, 2 mean \(x,y,z\), and sites are also counted from 0. For every \(N\ge2\), an amplitude \(\psi\) with no spin-2 part on any adjacent pair satisfies

\[
\psi(a)=\mathrm{Tr}(X\sigma_{a_0}\cdots\sigma_{a_{N-1}})
\]

for exactly one \(X\), and these amplitudes form a space of dimension four.

## Degeneracy in exact diagonalisation and DMRG

Exact diagonalisation of a finite open chain at the AKLT point should give four ground states at every length \(N\ge2\), though a Lanczos run from a single starting vector can miss some of them. Their energy is zero when the Hamiltonian is the sum of the spin-2 projectors. If each bond is instead written as \(\mathbf S_i\cdot\mathbf S_{i+1}+\tfrac13(\mathbf S_i\cdot\mathbf S_{i+1})^2\), which is twice the projector minus \(\tfrac23\), their energy is \(-\tfrac23(N-1)\). A DMRG run may converge to any vector in their span, so its output should be compared with the whole space. The amplitudes above are unnormalised, and a basis of matrices \(X\) need not give orthogonal states.

## From one bond to the whole chain

**Pair condition.** For symmetric traceless \(T\),

\[
\sum_{b,c}T_{bc}F_{bc}=\sum_{b<c}T_{bc}(F_{bc}+F_{cb})+\sum_b T_{bb}(F_{bb}-F_{00}).
\]

This vanishes for all such \(T\) exactly when \(F_{bc}=-F_{cb}\) for \(b\ne c\) and \(F_{00}=F_{11}=F_{22}\).

**Pauli pairs.** From \(\sigma_b\sigma_c=\delta_{bc}\mathbb 1+i\sum_d\epsilon_{bcd}\sigma_d\),

\[
\mathrm{Tr}(X\sigma_b\sigma_c)=\delta_{bc}\mathrm{Tr}X+i\sum_d\epsilon_{bcd}\mathrm{Tr}(X\sigma_d).
\]

This meets the pair condition and determines \(X\), which settles \(N=2\). On a longer chain, let \(L\) and \(R\) be the Pauli products to the left and right of a bond. Since \(\mathrm{Tr}(XL\sigma_b\sigma_cR)=\mathrm{Tr}(RXL\,\sigma_b\sigma_c)\), every \(X\) gives an allowed state.

**Uniqueness.** Suppose \(\mathrm{Tr}(AW)=0\) for all Pauli products \(W\) of a fixed length at least two. At length two, \(A=0\) by the pair formula. At greater length, take products that begin with \(\sigma_0\): by induction \(A\sigma_0=0\), so \(A=A\sigma_0^2=0\). Applied to the difference of two boundary matrices, this gives uniqueness.

**Adding a site.** Assume the result for \(N\ge2\) sites and take \(N+1\). Fixing the first label \(s\) leaves an allowed state \(\psi(s,w)=\mathrm{Tr}(X_sW)\), where \(W\) is the Pauli product of \(w\). For symmetric traceless \(T\), put \(B=\sum_{s,t}T_{st}X_s\sigma_t\). The first bond gives \(\mathrm{Tr}(BW')=0\) for all products \(W'\) of length \(N-1\). If \(N=2\), these are the single Pauli matrices; if \(N>2\), then \(B=0\). Either way \(\mathrm{Tr}(B\sigma_c)=0\) for each \(c\), so \(B\) is a multiple of \(\mathbb 1\).

Set \(Z_s=X_s\sigma_s\). For \(s\ne t\), the off-diagonal choice of \(T\) gives

\[
X_s\sigma_t+X_t\sigma_s=(Z_s-Z_t)\sigma_s\sigma_t\propto\mathbb 1,
\]

so \(Z_s-Z_t\) is a multiple of the third Pauli matrix. The differences \(Z_0-Z_1\), \(Z_1-Z_2\) and \(Z_2-Z_0\) add to zero, and the Pauli matrices are independent, so all three vanish. With \(Y\) the common value, \(X_s=Y\sigma_s\) and \(\psi(s,w)=\mathrm{Tr}(Y\sigma_sW)\).

**Dimension.** The map \(X\mapsto\psi\) is linear, injective and onto the allowed states, so their dimension is four.

## The Lean file

```lean
import Mathlib

open Matrix Complex

namespace OpenAKLTChain

noncomputable section

local notation:67 s:68 " ∷ " w:67 => (Fin.cons s w : Fin (_ + 1) → Fin 3)

/-- The three Pauli matrices, with labels 0, 1, 2 for x, y, z. -/
def pauli : Fin 3 → Matrix (Fin 2) (Fin 2) ℂ :=
  ![!![0, 1; 1, 0], !![0, -I; I, 0], !![1, 0; 0, -1]]

/-- The ordered product of the Pauli matrices along a string of labels. -/
def word {N : ℕ} (a : Fin N → Fin 3) : Matrix (Fin 2) (Fin 2) ℂ :=
  (List.ofFn fun i => pauli (a i)).prod

/-- The amplitude `ψ` of a spin-one chain, taken in the Cartesian basis, has no spin-2 part on any
adjacent pair: its contraction there with every symmetric traceless matrix vanishes. -/
def NoSpinTwo {N : ℕ} (ψ : (Fin N → Fin 3) → ℂ) : Prop :=
  ∀ i j : Fin N, (j : ℕ) = i + 1 → ∀ T : Matrix (Fin 3) (Fin 3) ℂ, Tᵀ = T → T.trace = 0 →
    ∀ a, ∑ b, ∑ c, T b c * ψ (Function.update (Function.update a i b) j c) = 0

/-- The space of amplitudes on the open chain of `N` sites without spin-2 part on any bond. -/
def groundSpace (N : ℕ) : Submodule ℂ ((Fin N → Fin 3) → ℂ) where
  carrier := {ψ | NoSpinTwo ψ}
  add_mem' := by
    intro ψ φ hψ hφ i j hij T hT ht a
    simp only [Pi.add_apply, mul_add, Finset.sum_add_distrib]
    rw [hψ i j hij T hT ht a, hφ i j hij T hT ht a, add_zero]
  zero_mem' := by
    intro i j hij T hT ht a
    simp
  smul_mem' := by
    intro k ψ hψ i j hij T hT ht a
    simp only [Pi.smul_apply, smul_eq_mul, mul_left_comm _ k, ← Finset.mul_sum]
    rw [hψ i j hij T hT ht a, mul_zero]

/-- The matrix product amplitude `Tr(X σ_{a_0} … σ_{a_{N-1}})`, linear in the boundary matrix `X`.
-/
def mps (N : ℕ) : Matrix (Fin 2) (Fin 2) ℂ →ₗ[ℂ] ((Fin N → Fin 3) → ℂ) where
  toFun X a := Matrix.trace (X * word a)
  map_add' X Y := by ext a; simp [Matrix.add_mul]
  map_smul' k X := by ext a; simp

/-- Adding a site on the left multiplies the word by its Pauli matrix. -/
theorem word_cons {N : ℕ} (s : Fin 3) (w : Fin N → Fin 3) :
    word (s ∷ w) = pauli s * word w := by
  simp [word, List.ofFn_succ]

/-- The two-site amplitudes `Tr(X σ_b σ_c)` in terms of the entries of `X`. -/
theorem trace_pauli_pair (X : Matrix (Fin 2) (Fin 2) ℂ) (b c : Fin 3) :
    Matrix.trace (X * (pauli b * pauli c)) =
      !![X 0 0 + X 1 1, I * (X 0 0 - X 1 1), X 0 1 - X 1 0;
         -(I * (X 0 0 - X 1 1)), X 0 0 + X 1 1, I * (X 0 1 + X 1 0);
         X 1 0 - X 0 1, -(I * (X 0 1 + X 1 0)), X 0 0 + X 1 1] b c := by
  fin_cases b <;> fin_cases c <;>
    simp [pauli, Matrix.trace_fin_two, Matrix.mul_apply, Fin.sum_univ_two] <;> ring

/-- A pair amplitude has no spin-2 part exactly when its off-diagonal entries are
antisymmetric and its diagonal entries are equal. -/
theorem no_spin_two_iff (F : Fin 3 → Fin 3 → ℂ) :
    (∀ T : Matrix (Fin 3) (Fin 3) ℂ, Tᵀ = T → T.trace = 0 → ∑ b, ∑ c, T b c * F b c = 0) ↔
      F 0 1 + F 1 0 = 0 ∧ F 0 2 + F 2 0 = 0 ∧ F 1 2 + F 2 1 = 0 ∧
        F 1 1 = F 0 0 ∧ F 2 2 = F 0 0 := by
  constructor
  · intro h
    -- five matrices spanning the symmetric traceless ones
    have h1 := h !![0, 1, 0; 1, 0, 0; 0, 0, 0]
      (by ext i j; fin_cases i <;> fin_cases j <;> simp) (by simp [Matrix.trace_fin_three])
    have h2 := h !![0, 0, 1; 0, 0, 0; 1, 0, 0]
      (by ext i j; fin_cases i <;> fin_cases j <;> simp) (by simp [Matrix.trace_fin_three])
    have h3 := h !![0, 0, 0; 0, 0, 1; 0, 1, 0]
      (by ext i j; fin_cases i <;> fin_cases j <;> simp) (by simp [Matrix.trace_fin_three])
    have h4 := h !![-1, 0, 0; 0, 1, 0; 0, 0, 0]
      (by ext i j; fin_cases i <;> fin_cases j <;> simp) (by simp [Matrix.trace_fin_three])
    have h5 := h !![-1, 0, 0; 0, 0, 0; 0, 0, 1]
      (by ext i j; fin_cases i <;> fin_cases j <;> simp) (by simp [Matrix.trace_fin_three])
    simp [Fin.sum_univ_three] at h1 h2 h3 h4 h5
    exact ⟨h1, h2, h3, by linear_combination h4, by linear_combination h5⟩
  · rintro ⟨h1, h2, h3, h4, h5⟩ T hT ht
    have s1 : T 1 0 = T 0 1 := congrFun (congrFun hT 0) 1
    have s2 : T 2 0 = T 0 2 := congrFun (congrFun hT 0) 2
    have s3 : T 2 1 = T 1 2 := congrFun (congrFun hT 1) 2
    rw [Matrix.trace_fin_three] at ht
    simp only [Fin.sum_univ_three]
    linear_combination T 0 1 * h1 + T 0 2 * h2 + T 1 2 * h3 + T 1 1 * h4 + T 2 2 * h5 +
      F 0 0 * ht + F 1 0 * s1 + F 2 0 * s2 + F 2 1 * s3

/-- On two or more sites, a boundary matrix whose amplitudes all vanish is zero. -/
theorem boundary_eq_zero (n : ℕ) (A : Matrix (Fin 2) (Fin 2) ℂ)
    (h : ∀ w : Fin (n + 2) → Fin 3, Matrix.trace (A * word w) = 0) : A = 0 := by
  induction n generalizing A with
  | zero =>
    have hp : ∀ b c, Matrix.trace (A * (pauli b * pauli c)) = 0 := fun b c => by
      have := h (b ∷ (c ∷ Fin.elim0))
      rw [word_cons, word_cons] at this
      simpa [word] using this
    have h0 : A 0 0 + A 1 1 = 0 := (trace_pauli_pair A 0 0).symm.trans (hp 0 0)
    have h1 : I * (A 0 0 - A 1 1) = 0 := (trace_pauli_pair A 0 1).symm.trans (hp 0 1)
    have h2 : A 0 1 - A 1 0 = 0 := (trace_pauli_pair A 0 2).symm.trans (hp 0 2)
    have h3 : I * (A 0 1 + A 1 0) = 0 := (trace_pauli_pair A 1 2).symm.trans (hp 1 2)
    have a0 : A 0 0 = 0 := by
      linear_combination h0 / 2 - I / 2 * h1 + (A 0 0 - A 1 1) / 2 * I_sq
    have a1 : A 0 1 = 0 := by
      linear_combination h2 / 2 - I / 2 * h3 + (A 0 1 + A 1 0) / 2 * I_sq
    have a2 : A 1 0 = 0 := by linear_combination a1 - h2
    have a3 : A 1 1 = 0 := by linear_combination h0 - a0
    ext i j
    fin_cases i <;> fin_cases j <;> simp [a0, a1, a2, a3]
  | succ n ih =>
    -- strip the first Pauli matrix, which squares to one
    have h0 : A * pauli 0 = 0 := ih _ fun w => by
      rw [Matrix.mul_assoc, ← word_cons]
      exact h _
    have hs : pauli 0 * pauli 0 = 1 := by
      ext i j
      fin_cases i <;> fin_cases j <;> simp [pauli, Matrix.mul_apply, Fin.sum_univ_two]
    rw [← Matrix.mul_one A, ← hs, ← Matrix.mul_assoc, h0, Matrix.zero_mul]

/-- If the amplitudes `Tr(X_s σ_t σ_c)` have no spin-2 part in the pair `s, t`, then
`X_s = Y σ_s` with one common matrix `Y`. -/
theorem bond_transfer (X : Fin 3 → Matrix (Fin 2) (Fin 2) ℂ)
    (h : ∀ c, ∀ T : Matrix (Fin 3) (Fin 3) ℂ, Tᵀ = T → T.trace = 0 →
      ∑ s, ∑ t, T s t * Matrix.trace (X s * (pauli t * pauli c)) = 0) :
    ∃ Y, ∀ s, X s = Y * pauli s := by
  obtain ⟨a1, a2, -, -, -⟩ := (no_spin_two_iff _).1 (h 0)
  obtain ⟨b1, b2, b3, -, -⟩ := (no_spin_two_iff _).1 (h 1)
  obtain ⟨c1, c2, c3, -, -⟩ := (no_spin_two_iff _).1 (h 2)
  simp only [trace_pauli_pair] at a1 a2 b1 b2 b3 c1 c2 c3
  -- the eight bond equations in matrix entries
  replace a1 : -(I * (X 0 0 0 - X 0 1 1)) + (X 1 0 0 + X 1 1 1) = 0 := a1
  replace a2 : X 0 1 0 - X 0 0 1 + (X 2 0 0 + X 2 1 1) = 0 := a2
  replace b1 : X 0 0 0 + X 0 1 1 + I * (X 1 0 0 - X 1 1 1) = 0 := b1
  replace b2 : -(I * (X 0 0 1 + X 0 1 0)) + I * (X 2 0 0 - X 2 1 1) = 0 := b2
  replace b3 : -(I * (X 1 0 1 + X 1 1 0)) + (X 2 0 0 + X 2 1 1) = 0 := b3
  replace c1 : I * (X 0 0 1 + X 0 1 0) + (X 1 0 1 - X 1 1 0) = 0 := c1
  replace c2 : X 0 0 0 + X 0 1 1 + (X 2 0 1 - X 2 1 0) = 0 := c2
  replace c3 : X 1 0 0 + X 1 1 1 + I * (X 2 0 1 + X 2 1 0) = 0 := c3
  have e1 : X 1 0 0 = X 0 0 0 * I := by
    linear_combination a1 / 2 - I / 2 * b1 + (X 1 0 0 - X 1 1 1) / 2 * I_sq
  have e2 : X 1 1 1 = -(X 0 1 1 * I) := by linear_combination a1 - e1
  have e3 : X 1 0 1 = -(X 0 0 1 * I) := by
    linear_combination c1 / 2 + I / 2 * (b3 - a2) + (X 1 0 1 + X 1 1 0) / 2 * I_sq
  have e4 : X 1 1 0 = X 0 1 0 * I := by linear_combination e3 - c1
  have e5 : X 2 0 0 = X 0 0 1 := by
    linear_combination a2 / 2 - I / 2 * b2 +
      (X 2 0 0 - X 2 1 1 - X 0 0 1 - X 0 1 0) / 2 * I_sq
  have e6 : X 2 1 1 = -X 0 1 0 := by linear_combination a2 - e5
  have e7 : X 2 0 1 = -X 0 0 0 := by
    linear_combination c2 / 2 - I / 2 * (c3 - a1) +
      (X 2 0 1 + X 2 1 0 + X 0 0 0 - X 0 1 1) / 2 * I_sq
  have e8 : X 2 1 0 = X 0 1 1 := by linear_combination e7 - c2
  refine ⟨!![X 0 0 1, X 0 0 0; X 0 1 1, X 0 1 0], fun s => ?_⟩
  ext i j
  fin_cases s <;> fin_cases i <;> fin_cases j <;>
    simp [pauli, Matrix.mul_apply, Fin.sum_univ_two, e1, e2, e3, e4, e5, e6, e7, e8]

/-- On two or more sites, every amplitude without spin-2 part on any bond is a matrix
product amplitude with Pauli matrices and some boundary matrix. -/
theorem exists_boundary (n : ℕ) (ψ : (Fin (n + 2) → Fin 3) → ℂ) (h : NoSpinTwo ψ) :
    ∃ X, ∀ a, ψ a = Matrix.trace (X * word a) := by
  have first : ∀ {m : ℕ} (φ : (Fin (m + 2) → Fin 3) → ℂ), NoSpinTwo φ →
      ∀ (w : Fin m → Fin 3) (T : Matrix (Fin 3) (Fin 3) ℂ), Tᵀ = T → T.trace = 0 →
        ∑ b, ∑ c, T b c * φ (b ∷ (c ∷ w)) = 0 := by
    intro m φ hφ w T hT ht
    have := hφ 0 (Fin.succ 0) (by simp) T hT ht (0 ∷ (0 ∷ w))
    simpa only [Fin.update_cons_zero, ← Fin.cons_update] using this
  have word_zero : ∀ w : Fin 0 → Fin 3, word w = 1 := fun w => by simp [word]
  induction n with
  | zero =>
    obtain ⟨h1, h2, h3, h4, h5⟩ :=
      (no_spin_two_iff fun b c => ψ (b ∷ (c ∷ Fin.elim0))).1 (first ψ h Fin.elim0)
    obtain ⟨F, hF⟩ : ∃ F : Fin 3 → Fin 3 → ℂ, ∀ b c, ψ (b ∷ (c ∷ Fin.elim0)) = F b c :=
      ⟨_, fun _ _ => rfl⟩
    simp only [hF] at h1 h2 h3 h4 h5
    have g1 : F 1 0 = -F 0 1 := by linear_combination h1
    have g2 : F 2 0 = -F 0 2 := by linear_combination h2
    have g3 : F 2 1 = -F 1 2 := by linear_combination h3
    refine ⟨!![F 0 0 / 2 - I * F 0 1 / 2, F 0 2 / 2 - I * F 1 2 / 2;
      -(F 0 2 / 2) - I * F 1 2 / 2, F 0 0 / 2 + I * F 0 1 / 2], fun a => ?_⟩
    obtain ⟨b, c, rfl⟩ : ∃ b c, a = b ∷ (c ∷ Fin.elim0) :=
      ⟨a 0, a 1, by funext i; fin_cases i <;> rfl⟩
    rw [hF, word_cons, word_cons, word_zero, Matrix.mul_one, trace_pauli_pair]
    fin_cases b <;> fin_cases c <;> simp [g1, g2, g3, h4, h5] <;> ring_nf <;>
      simp only [I_sq] <;> ring
  | succ n ih =>
    -- fixing the first label leaves a shorter chain of the same kind
    have tail : ∀ s, NoSpinTwo fun w : Fin (n + 2) → Fin 3 => ψ (s ∷ w) := by
      intro s i j hij T hT ht a
      have := h i.succ j.succ (by simp [hij]) T hT ht (s ∷ a)
      simpa only [Fin.cons_update] using this
    choose X hX using fun s => ih _ (tail s)
    have hX' : ∀ s (w : Fin (n + 2) → Fin 3),
        ψ (s ∷ w) = Matrix.trace (X s * word w) := hX
    -- the first bond ties the boundary matrices together
    obtain ⟨Y, hY⟩ := bond_transfer X (by
      intro c T hT ht
      obtain ⟨B, hB⟩ : ∃ B : Matrix (Fin 2) (Fin 2) ℂ, ∀ M, Matrix.trace (B * M) =
          ∑ s, ∑ t, T s t * Matrix.trace (X s * (pauli t * M)) :=
        ⟨∑ s, ∑ t, T s t • (X s * pauli t), fun M => by
          simp only [Matrix.sum_mul, Matrix.trace_sum, Matrix.smul_mul, Matrix.trace_smul,
            smul_eq_mul, Matrix.mul_assoc]⟩
      have hw : ∀ w : Fin (n + 1) → Fin 3, Matrix.trace (B * word w) = 0 := fun w => by
        rw [hB]
        simpa only [hX', word_cons] using first ψ h w T hT ht
      rw [← hB (pauli c)]
      cases n with
      | zero =>
        have := hw (c ∷ Fin.elim0)
        rwa [word_cons, word_zero, Matrix.mul_one] at this
      | succ n => rw [boundary_eq_zero n B hw, Matrix.zero_mul, Matrix.trace_zero])
    refine ⟨Y, fun a => ?_⟩
    obtain ⟨s, w, rfl⟩ : ∃ (s : Fin 3) (w : Fin (n + 2) → Fin 3), a = s ∷ w :=
      ⟨a 0, Fin.tail a, (Fin.cons_self_tail a).symm⟩
    rw [hX', hY, word_cons, Matrix.mul_assoc]

/-- On an open chain of `N ≥ 2` spin-one sites, an amplitude without spin-2 part on any bond equals
`Tr(X σ_{a_0} … σ_{a_{N-1}})` for exactly one 2×2 matrix `X`. -/
theorem existsUnique_boundary {N : ℕ} (hN : 2 ≤ N) (ψ : (Fin N → Fin 3) → ℂ)
    (h : NoSpinTwo ψ) : ∃! X, ∀ a, ψ a = Matrix.trace (X * word a) := by
  obtain ⟨n, rfl⟩ := Nat.exists_eq_add_of_le' hN
  obtain ⟨X, hX⟩ := exists_boundary n ψ h
  refine ⟨X, hX, fun Y hY => sub_eq_zero.1 (boundary_eq_zero n _ fun w => ?_)⟩
  rw [Matrix.sub_mul, Matrix.trace_sub, ← hX, ← hY, sub_self]

/-- For `N ≥ 2` sites the amplitudes without spin-2 part on any bond form a space of
dimension four. -/
theorem finrank_groundSpace {N : ℕ} (hN : 2 ≤ N) :
    Module.finrank ℂ (groundSpace N) = 4 := by
  -- every boundary matrix is allowed, by induction on the length
  have hmem : ∀ (M : ℕ) (X : Matrix (Fin 2) (Fin 2) ℂ),
      NoSpinTwo fun a : Fin M → Fin 3 => Matrix.trace (X * word a) := by
    intro M
    induction M with
    | zero => intro X i; exact i.elim0
    | succ n ih =>
      intro X i j hij T hT ht a
      obtain ⟨s, a, rfl⟩ : ∃ (s : Fin 3) (w : Fin n → Fin 3), a = s ∷ w :=
        ⟨a 0, Fin.tail a, (Fin.cons_self_tail a).symm⟩
      cases j using Fin.cases with
      | zero => simp at hij
      | succ j =>
        cases i using Fin.cases with
        | succ i =>
          have := ih (X * pauli s) i j (by simpa using hij) T hT ht a
          simpa only [← Fin.cons_update, word_cons, Matrix.mul_assoc] using this
        | zero =>
          cases n with
          | zero => exact j.elim0
          | succ n =>
            obtain rfl : j = 0 := Fin.ext (by simpa using hij)
            obtain ⟨t, w, rfl⟩ : ∃ (t : Fin 3) (w : Fin n → Fin 3), a = t ∷ w :=
              ⟨a 0, Fin.tail a, (Fin.cons_self_tail a).symm⟩
            have cyc : ∀ b c, Matrix.trace (X * (pauli b * (pauli c * word w))) =
                Matrix.trace (word w * X * (pauli b * pauli c)) := fun b c => by
              rw [← Matrix.mul_assoc (pauli b), ← Matrix.mul_assoc X, Matrix.trace_mul_comm,
                ← Matrix.mul_assoc]
            simp only [Fin.update_cons_zero, ← Fin.cons_update, word_cons, cyc]
            refine (no_spin_two_iff fun b c =>
              Matrix.trace (word w * X * (pauli b * pauli c))).2 ?_ T hT ht
            refine ⟨?_, ?_, ?_, ?_, ?_⟩ <;> simp [trace_pauli_pair]
  have hrange : groundSpace N = LinearMap.range (mps N) := by
    ext ψ
    constructor
    · intro h
      obtain ⟨X, hX, -⟩ := existsUnique_boundary hN ψ h
      exact ⟨X, funext fun a => (hX a).symm⟩
    · rintro ⟨X, rfl⟩
      exact hmem N X
  have hinj : Function.Injective (mps N) := fun X Y hXY =>
    (existsUnique_boundary hN _ (hmem N X)).unique (fun _ => rfl) (fun a => congrFun hXY a)
  rw [hrange, LinearMap.finrank_range_of_inj hinj]
  simp [Module.finrank_matrix]

/-- For a single site the corresponding space has dimension three. -/
theorem finrank_groundSpace_one : Module.finrank ℂ (groundSpace 1) = 3 := by
  have htop : groundSpace 1 = ⊤ := eq_top_iff.2 fun ψ _ i j hij =>
    absurd hij (by have := i.2; have := j.2; omega)
  rw [htop, finrank_top]
  simp

end

end OpenAKLTChain
```

```lean
#print axioms OpenAKLTChain.finrank_groundSpace
#print axioms OpenAKLTChain.finrank_groundSpace_one
```

```
'OpenAKLTChain.finrank_groundSpace' depends on axioms: [propext, Classical.choice, Quot.sound]
'OpenAKLTChain.finrank_groundSpace_one' depends on axioms: [propext, Classical.choice, Quot.sound]
```

## What the theorems say about the AKLT Hamiltonian

A string is a function `Fin N → Fin 3`, and `word a` is its ordered Pauli product. `NoSpinTwo ψ` overwrites the labels at neighbouring sites `i` and `j`, sums against `T`, and requires zero for every setting of the other labels. There is no bond between the last site and the first. `groundSpace N` collects these amplitudes, and `mps N` is the map from \(X\) to \(\psi\).

`existsUnique_boundary` gives the single boundary matrix and `finrank_groundSpace` the dimension. `finrank_groundSpace_one` gives dimension three for one site, which has no bond, so the count of four fails there.

`no_spin_two_iff` is the pair condition, obtained from five test matrices; `trace_pauli_pair` tabulates the pair traces; `boundary_eq_zero` supplies uniqueness. `bond_transfer` finds \(Y\) by solving eight off-diagonal equations in matrix entries, where the derivation above uses \(Z_s\). `exists_boundary` performs the induction. Inside the dimension theorem, `hmem` shows that every \(X\) is allowed, by absorbing sites to the left of the bond into \(X\).

The Hamiltonian itself does not appear in Lean. The link is that \(H\), a sum of spin-2 projectors, is non-negative and has zero energy exactly where every projector annihilates the state. The theorems give no spectral gap and no statement about the infinite chain.
